# No bounded midgap state for a continuous signed gap profile bounded away from zero in the one-dimensional two-band Dirac model

A numerical search for interface levels in a semiconductor junction can turn up levels inside the gap, and the question is then whether they belong to the interface. Take a non-interacting, one-dimensional two-band Dirac model with constant interband coupling and the same midgap energy at every position, set to zero. Describe the gap by a signed profile $M(x)$, whose size is half the local gap and whose sign gives the band order. If $M$ itself, sign included, is continuous and $|M|$ is never smaller than some $c>0$, the infinite junction has no non-zero bounded solution at any energy with $|E|<c$. A computed level that lies inside this window by more than the numerical error in its energy therefore does not represent a bounded state of the infinite junction. The ends of the simulation box and the discretisation are places to look for its origin.

The equation is
$$-iP\sigma_x\psi'(x)+M(x)\sigma_z\psi(x)=E\psi(x).$$
Here $P>0$ is the interband coupling, $|M(x)|$ is half the local gap, and the sign of $M$ gives the band order. The constant $c$ is a lower bound on the half-gap along the whole junction.

## The Hamiltonian and its solutions

In Lean 4 with Mathlib:

```lean
import Mathlib

open Matrix Complex

namespace JunctionWithoutInversion

noncomputable section
```

This loads the mathematical library Mathlib and makes matrix and complex notation available; `I` is the imaginary unit.

```lean
/-- The Pauli matrix `σ_x`. -/
def sigmaX : Matrix (Fin 2) (Fin 2) ℂ := !![0, 1; 1, 0]
```

This is $\sigma_x$, written row by row.

```lean
/-- The Pauli matrix `σ_z`. -/
def sigmaZ : Matrix (Fin 2) (Fin 2) ℂ := !![1, 0; 0, -1]
```

This is $\sigma_z$.

```lean
/-- The two-band Hamiltonian `-i P σ_x d/dx + M(x) σ_z` applied to a spinor field. -/
def diracOp (P : ℝ) (M : ℝ → ℝ) (ψ : ℝ → Fin 2 → ℂ) (x : ℝ) : Fin 2 → ℂ :=
  (-(I * (P : ℂ))) • (sigmaX *ᵥ deriv ψ x) + (M x : ℂ) • (sigmaZ *ᵥ ψ x)
```

The type `ℝ → Fin 2 → ℂ` assigns to each position two complex components, numbered 0 and 1. The symbol `*ᵥ` is matrix times vector, and `•` is scalar multiplication. $P$ is the same at every position, and there is no separate potential, so midgap sits at zero energy throughout. Band offsets that shift midgap are not covered.

```lean
/-- `ψ` is differentiable and solves the stationary equation at energy `E`. -/
def IsSolution (P : ℝ) (M : ℝ → ℝ) (E : ℝ) (ψ : ℝ → Fin 2 → ℂ) : Prop :=
  Differentiable ℝ ψ ∧ ∀ x, diracOp P M ψ x = (E : ℂ) • ψ x
```

A `Prop` is a statement. This one says that $\psi$ is differentiable everywhere and satisfies the equation at every point.

```lean
/-- Both components of the spinor field stay below a common bound on the whole line. -/
def IsBoundedSpinor (ψ : ℝ → Fin 2 → ℂ) : Prop := ∃ B : ℝ, ∀ x i, ‖ψ x i‖ ≤ B
```

One number $B$ bounds $|\psi_0(x)|$ and $|\psi_1(x)|$ for all $x$. Solutions that decay at both ends are included, and no normalisation is required.

```lean
/-- The density `ψ† σ_y ψ` of a spinor, written in real and imaginary parts. -/
def spinY (s : Fin 2 → ℂ) : ℝ := 2 * ((s 0).re * (s 1).im - (s 0).im * (s 1).re)
```

This is $s^\dagger\sigma_y s=2\,\mathrm{Im}(s_0^*s_1)$, written with real and imaginary parts.

## Two coupled first-order equations

```lean
/-- The two components of the Hamiltonian acting on a spinor field. -/
lemma diracOp_apply (P : ℝ) (M : ℝ → ℝ) (ψ : ℝ → Fin 2 → ℂ) (x : ℝ) :
    diracOp P M ψ x 0 = -(I * (P : ℂ)) * deriv ψ x 1 + (M x : ℂ) * ψ x 0 ∧
    diracOp P M ψ x 1 = -(I * (P : ℂ)) * deriv ψ x 0 - (M x : ℂ) * ψ x 1 := by
  constructor <;> simp [diracOp, sigmaX, sigmaZ, dotProduct, Fin.sum_univ_two]
  ring
```

The components of the Hamiltonian acting on $\psi$ are $-iP\psi_1'+M\psi_0$ and $-iP\psi_0'-M\psi_1$.

```lean
private lemma cancel_P {P : ℝ} (hP : P ≠ 0) (a c : ℂ) (b : ℝ) :
    (P : ℂ) * (a * ((b / P : ℝ) : ℂ) * c) = a * (b : ℂ) * c := by
  have hPc : (P : ℂ) ≠ 0 := Complex.ofReal_ne_zero.2 hP
  rw [Complex.ofReal_div]
  field_simp
```

This helper cancels $P$ against a division by $P$ inside a complex product.

```lean
/-- The stationary equation is equivalent to two coupled first-order equations
for the components. -/
theorem isSolution_iff {P : ℝ} (hP : P ≠ 0) (M : ℝ → ℝ) (E : ℝ) (ψ : ℝ → Fin 2 → ℂ) :
    IsSolution P M E ψ ↔ ∀ x,
      HasDerivAt (fun y => ψ y 0) (I * (((M x + E) / P : ℝ) : ℂ) * ψ x 1) x ∧
      HasDerivAt (fun y => ψ y 1) (-I * (((M x - E) / P : ℝ) : ℂ) * ψ x 0) x := by
  have hPc : (P : ℂ) ≠ 0 := Complex.ofReal_ne_zero.2 hP
  constructor
  · rintro ⟨hd, he⟩ x
    have h := hasDerivAt_pi.1 (hd x).hasDerivAt
    have e0 := congrFun (he x) 0
    have e1 := congrFun (he x) 1
    rw [(diracOp_apply P M ψ x).1, Pi.smul_apply, smul_eq_mul] at e0
    rw [(diracOp_apply P M ψ x).2, Pi.smul_apply, smul_eq_mul] at e1
    refine ⟨(h 0).congr_deriv ?_, (h 1).congr_deriv ?_⟩
    · apply mul_left_cancel₀ hPc
      rw [cancel_P hP, Complex.ofReal_add]
      linear_combination I * e1 + ((P : ℂ) * deriv ψ x 0) * Complex.I_sq
    · apply mul_left_cancel₀ hPc
      rw [cancel_P hP, Complex.ofReal_sub]
      linear_combination I * e0 + ((P : ℂ) * deriv ψ x 1) * Complex.I_sq
  · intro h
    have hx : ∀ x, HasDerivAt ψ ![I * (((M x + E) / P : ℝ) : ℂ) * ψ x 1,
        -I * (((M x - E) / P : ℝ) : ℂ) * ψ x 0] x := fun x =>
      hasDerivAt_pi.2 (Fin.forall_fin_two.2 ⟨(h x).1, (h x).2⟩)
    refine ⟨fun x => (hx x).differentiableAt, fun x => funext (Fin.forall_fin_two.2 ⟨?_, ?_⟩)⟩
    · have d1 : deriv ψ x 1 = -I * (((M x - E) / P : ℝ) : ℂ) * ψ x 0 := by
        rw [(hx x).deriv]; rfl
      have k1 : (P : ℂ) * deriv ψ x 1 = -I * ((M x : ℂ) - E) * ψ x 0 := by
        rw [d1, cancel_P hP, Complex.ofReal_sub]
      rw [(diracOp_apply P M ψ x).1, Pi.smul_apply, smul_eq_mul]
      linear_combination (-I) * k1 + (((M x : ℂ) - E) * ψ x 0) * Complex.I_sq
    · have d0 : deriv ψ x 0 = I * (((M x + E) / P : ℝ) : ℂ) * ψ x 1 := by
        rw [(hx x).deriv]; rfl
      have k0 : (P : ℂ) * deriv ψ x 0 = I * ((M x : ℂ) + E) * ψ x 1 := by
        rw [d0, cancel_P hP, Complex.ofReal_add]
      rw [(diracOp_apply P M ψ x).2, Pi.smul_apply, smul_eq_mul]
      linear_combination (-I) * k0 - (((M x : ℂ) + E) * ψ x 1) * Complex.I_sq
```

Setting the two components equal to $E\psi_0$ and $E\psi_1$ and solving for the derivatives gives
$$\psi_0'=\frac{i(M+E)}{P}\psi_1,\qquad \psi_1'=-\frac{i(M-E)}{P}\psi_0.$$
`HasDerivAt f a x` says that $f$ has derivative $a$ at $x$, and `↔` says that the two forms are equivalent. The tactic `linear_combination` checks the algebra, with $i^2=-1$ supplied as `Complex.I_sq`.

## A quantity that cannot decrease where $M\ge|E|$

```lean
/-- Along a solution, `-ψ† σ_y ψ` changes at the rate `(2/P) ((M - E)|ψ₀|² + (M + E)|ψ₁|²)`. -/
theorem hasDerivAt_spinY {P E : ℝ} {M : ℝ → ℝ} {ψ : ℝ → Fin 2 → ℂ} (hP : P ≠ 0)
    (h : IsSolution P M E ψ) (x : ℝ) :
    HasDerivAt (fun y => -spinY (ψ y))
      (2 / P * ((M x - E) * normSq (ψ x 0) + (M x + E) * normSq (ψ x 1))) x := by
  have re : ∀ {f : ℝ → ℂ} {f' : ℂ}, HasDerivAt f f' x →
      HasDerivAt (fun y => (f y).re) f'.re x :=
    fun h => Complex.reCLM.hasFDerivAt.comp_hasDerivAt x h
  have im : ∀ {f : ℝ → ℂ} {f' : ℂ}, HasDerivAt f f' x →
      HasDerivAt (fun y => (f y).im) f'.im x :=
    fun h => Complex.imCLM.hasFDerivAt.comp_hasDerivAt x h
  obtain ⟨h0, h1⟩ := (isSolution_iff hP M E ψ).1 h x
  refine ((((re h0).fun_mul (im h1)).fun_sub
    ((im h0).fun_mul (re h1))).const_mul 2).fun_neg.congr_deriv ?_
  simp only [Complex.mul_re, Complex.mul_im, Complex.neg_re, Complex.neg_im, Complex.I_re,
    Complex.I_im, Complex.ofReal_re, Complex.ofReal_im, Complex.normSq_apply]
  ring
```

Let $f=-\psi^\dagger\sigma_y\psi=-2\,\mathrm{Im}(\psi_0^*\psi_1)$. The product rule and the coupled equations give
$$\psi_0'^*\psi_1+\psi_0^*\psi_1'=-\frac{i}{P}\left[(M+E)|\psi_1|^2+(M-E)|\psi_0|^2\right],$$
and therefore
$$f'=\frac{2}{P}\left[(M-E)|\psi_0|^2+(M+E)|\psi_1|^2\right].$$
`normSq` is the squared modulus. The proof differentiates real and imaginary parts separately, and `ring` collects the terms.

```lean
private lemma growth_nonpos {f f' : ℝ → ℝ} {k B : ℝ} (hk : 0 < k)
    (hf : ∀ x, HasDerivAt f (f' x) x) (hg : ∀ x, k * f x ≤ f' x)
    (hB : ∀ x, f x ≤ B) (x : ℝ) : f x ≤ 0 := by
  have hd : ∀ y, HasDerivAt (fun y => f y * Real.exp (-(k * y)))
      ((f' y - k * f y) * Real.exp (-(k * y))) y := fun y => by
    have h1 : HasDerivAt (fun y : ℝ => -(k * y)) (-k) y :=
      (((hasDerivAt_id' y).const_mul k).fun_neg).congr_deriv (by ring)
    exact ((hf y).fun_mul h1.exp).congr_deriv (by ring)
  have mono : Monotone (fun y => f y * Real.exp (-(k * y))) :=
    monotone_of_deriv_nonneg (fun y => (hd y).differentiableAt) (fun y => by
      rw [(hd y).deriv]
      exact mul_nonneg (by linarith [hg y]) (Real.exp_pos _).le)
  by_contra h
  have hx : 0 < f x := not_le.mp h
  have hB0 : 0 ≤ B := by linarith [hB x]
  -- go far enough for the exponential to exceed the bound
  obtain ⟨t, ht, hkt⟩ : ∃ t, 0 ≤ t ∧ k * t * f x = B :=
    ⟨B / (k * f x), by positivity, by field_simp⟩
  have m : f x * Real.exp (-(k * x)) ≤ f (x + t) * Real.exp (-(k * (x + t))) :=
    mono (show x ≤ x + t by linarith)
  have he : Real.exp (-(k * x)) = Real.exp (k * t) * Real.exp (-(k * (x + t))) := by
    rw [← Real.exp_add]; congr 1; ring
  rw [he, ← mul_assoc] at m
  have m2 : f x * Real.exp (k * t) ≤ f (x + t) := le_of_mul_le_mul_right m (Real.exp_pos _)
  have m3 := mul_le_mul_of_nonneg_left (Real.add_one_le_exp (k * t)) hx.le
  nlinarith [hB (x + t)]
```

Suppose $f'\ge kf$ with $k>0$, and $f\le B$. Then $f(x)e^{-kx}$ has derivative $(f'-kf)e^{-kx}\ge0$, so $f(x+t)\ge f(x)e^{kt}$ for $t\ge0$. If $f(x)>0$, choose $t=B/(kf(x))$. Since $e^{kt}\ge1+kt$,
$$f(x+t)\ge f(x)(1+kt)=f(x)+B>B,$$
which is a contradiction. Hence $f\le0$. The tactic `by_contra` begins this argument by assuming the opposite.

```lean
/-- A bounded real function whose slope is at least `k|f|` everywhere, with `k > 0`,
is identically zero. -/
theorem bounded_growth_eq_zero {f f' : ℝ → ℝ} {k B : ℝ} (hk : 0 < k)
    (hf : ∀ x, HasDerivAt f (f' x) x) (hg : ∀ x, k * |f x| ≤ f' x)
    (hB : ∀ x, |f x| ≤ B) (x : ℝ) : f x = 0 := by
  apply le_antisymm
  · exact growth_nonpos hk hf
      (fun y => (mul_le_mul_of_nonneg_left (le_abs_self _) hk.le).trans (hg y))
      (fun y => (le_abs_self _).trans (hB y)) x
  · -- the mirror image `-f(-y)` grows in the same way
    have hr : ∀ y, HasDerivAt (fun y => -f (-y)) (f' (-y)) y := fun y =>
      ((hf (-y)).comp y (hasDerivAt_neg y)).fun_neg.congr_deriv (by ring)
    have := growth_nonpos hk hr
      (fun y => (mul_le_mul_of_nonneg_left (neg_le_abs _) hk.le).trans (hg (-y)))
      (fun y => (neg_le_abs _).trans (hB (-y))) (-x)
    simp only [neg_neg] at this
    linarith
```

If $f'\ge k|f|$ and $|f|\le B$, the previous lemma gives $f\le0$. The mirrored function $g(y)=-f(-y)$ has $g'(y)=f'(-y)\ge k|g(y)|$, so $g\le0$ as well, which means $f\ge0$. Thus $f=0$.

## Bounded solutions vanish

```lean
/-- If `M ≥ c` everywhere, every bounded solution at an energy `|E| < c` vanishes. -/
theorem no_bound_state_of_le {P c E : ℝ} {M : ℝ → ℝ} {ψ : ℝ → Fin 2 → ℂ} (hP : 0 < P)
    (hE : |E| < c) (hM : ∀ x, c ≤ M x) (h : IsSolution P M E ψ)
    (hb : IsBoundedSpinor ψ) : ψ = 0 := by
  obtain ⟨B, hB⟩ := hb
  have hc : 0 < c - |E| := by linarith
  have hP2 : 0 < 2 / P := by positivity
  have hs : ∀ x, |-spinY (ψ x)| ≤ normSq (ψ x 0) + normSq (ψ x 1) := fun x => by
    rw [abs_neg, abs_le, Complex.normSq_apply, Complex.normSq_apply, spinY]
    constructor
    · nlinarith [sq_nonneg ((ψ x 0).re + (ψ x 1).im), sq_nonneg ((ψ x 0).im - (ψ x 1).re)]
    · nlinarith [sq_nonneg ((ψ x 0).re - (ψ x 1).im), sq_nonneg ((ψ x 0).im + (ψ x 1).re)]
  have hgap : ∀ x, (c - |E|) * (normSq (ψ x 0) + normSq (ψ x 1)) ≤
      (M x - E) * normSq (ψ x 0) + (M x + E) * normSq (ψ x 1) := fun x => by
    have a0 : 0 ≤ M x - E - (c - |E|) := by linarith [hM x, le_abs_self E]
    have a1 : 0 ≤ M x + E - (c - |E|) := by linarith [hM x, neg_abs_le E]
    nlinarith [mul_nonneg a0 (normSq_nonneg (ψ x 0)), mul_nonneg a1 (normSq_nonneg (ψ x 1))]
  have hn : ∀ x i, normSq (ψ x i) ≤ B ^ 2 := fun x i => by
    rw [Complex.normSq_eq_norm_sq]
    exact pow_le_pow_left₀ (norm_nonneg _) (hB x i) 2
  -- `-ψ† σ_y ψ` is bounded and its slope is at least a positive multiple of its size, so it is zero
  have hz := bounded_growth_eq_zero (mul_pos hP2 hc) (hasDerivAt_spinY hP.ne' h)
    (fun x => by
      rw [mul_assoc]
      exact mul_le_mul_of_nonneg_left
        ((mul_le_mul_of_nonneg_left (hs x) hc.le).trans (hgap x)) hP2.le)
    (fun x => (hs x).trans (add_le_add (hn x 0) (hn x 1)))
  have hfun : (fun x => -spinY (ψ x)) = fun _ => (0 : ℝ) := funext hz
  funext x
  have hx := hasDerivAt_spinY hP.ne' h x
  rw [hfun] at hx
  have h0 := (mul_eq_zero.1 (hx.unique (hasDerivAt_const x (0 : ℝ)))).resolve_left hP2.ne'
  have hle : normSq (ψ x 0) + normSq (ψ x 1) ≤ 0 :=
    le_of_mul_le_mul_left (by rw [mul_zero]; linarith [hgap x]) hc
  have p0 := normSq_nonneg (ψ x 0)
  have p1 := normSq_nonneg (ψ x 1)
  exact funext (Fin.forall_fin_two.2
    ⟨normSq_eq_zero.1 (by linarith), normSq_eq_zero.1 (by linarith)⟩)
```

Assume $M\ge c$ and $|E|<c$, and write $n=|\psi_0|^2+|\psi_1|^2$. Three steps finish the argument:

1. $|f|\le2|\psi_0||\psi_1|\le n$ (`hs`).
2. Both $M-E$ and $M+E$ are at least $c-|E|$ (`hgap`), so $f'\ge\frac{2}{P}(c-|E|)\,n\ge k|f|$ with $k=2(c-|E|)/P>0$.
3. Boundedness of $\psi$ gives $|f|\le n\le2B^2$, so $f=0$ everywhere (`hz`). Then $f'=0$, which forces $n=0$ and $\psi=0$.

The case $E=0$ is the statement about exact midgap. Continuity of $M$ is not assumed here.

```lean
/-- Exchanging the two components turns a solution for `M` into a solution for `-M`
at the same energy. -/
theorem isSolution_swap {P E : ℝ} {M : ℝ → ℝ} {ψ : ℝ → Fin 2 → ℂ} (hP : P ≠ 0)
    (h : IsSolution P M E ψ) :
    IsSolution P (fun x => -M x) E (fun x => ![ψ x 1, ψ x 0]) := by
  refine (isSolution_iff hP _ _ _).2 fun x => ?_
  obtain ⟨h0, h1⟩ := (isSolution_iff hP M E ψ).1 h x
  refine ⟨h1.congr_deriv ?_, h0.congr_deriv ?_⟩
  · show _ = I * (((-M x + E) / P : ℝ) : ℂ) * ψ x 0
    push_cast; ring
  · show _ = -I * (((-M x - E) / P : ℝ) : ℂ) * ψ x 1
    push_cast; ring
```

Exchange the components: $\varphi_0=\psi_1$, $\varphi_1=\psi_0$. Then $\varphi_0'=i(-M+E)\varphi_1/P$ and $\varphi_1'=-i(-M-E)\varphi_0/P$, which are the equations for $-M$ at the same energy.

```lean
/-- If the gap profile `M` is continuous with `|M| ≥ c` everywhere, every bounded solution
at an energy `|E| < c` vanishes identically. -/
theorem no_midgap_state {P c E : ℝ} {M : ℝ → ℝ} {ψ : ℝ → Fin 2 → ℂ} (hP : 0 < P)
    (hE : |E| < c) (hcont : Continuous M) (hM : ∀ x, c ≤ |M x|)
    (h : IsSolution P M E ψ) (hb : IsBoundedSpinor ψ) : ψ = 0 := by
  have hc : 0 < c := (abs_nonneg E).trans_lt hE
  by_cases hpos : ∀ x, 0 ≤ M x
  · exact no_bound_state_of_le hP hE (fun x => abs_of_nonneg (hpos x) ▸ hM x) h hb
  · obtain ⟨a, ha⟩ := not_forall.1 hpos
    -- a change of sign would force a zero of `M`
    have hneg : ∀ x, M x ≤ 0 := fun b => by
      by_contra hb'
      obtain ⟨z, hz⟩ := mem_range_of_exists_le_of_exists_ge hcont
        ⟨a, (not_le.1 ha).le⟩ ⟨b, (not_le.1 hb').le⟩
      have := hM z
      rw [hz, abs_zero] at this
      linarith
    obtain ⟨B, hB⟩ := hb
    have hs := no_bound_state_of_le hP hE (fun x => abs_of_nonpos (hneg x) ▸ hM x)
      (isSolution_swap hP.ne' h) ⟨B, fun x => Fin.forall_fin_two.2 ⟨hB x 1, hB x 0⟩⟩
    funext x
    exact funext (Fin.forall_fin_two.2 ⟨congrFun (congrFun hs x) 1, congrFun (congrFun hs x) 0⟩)
```

Now $M$ is continuous and only $|M|\ge c$ is assumed. If $M$ took both signs, the intermediate value theorem would give a point with $M=0$, contradicting $|M|\ge c>0$. So either $M\ge c$ everywhere, and the previous theorem applies, or $M\le-c$ everywhere, and it applies to the exchanged spinor.

## Where the hypotheses bite

```lean
/-- For the constant profile `M = c`, the constant spinor `(1, 0)` is a bounded non-zero
solution at the energy `E = c`. -/
theorem gap_edge_solution {P : ℝ} (hP : 0 < P) (c : ℝ) :
    IsSolution P (fun _ => c) c (fun _ => ![1, 0]) ∧
    IsBoundedSpinor (fun _ => ![1, 0]) ∧ (fun _ : ℝ => (![1, 0] : Fin 2 → ℂ)) ≠ 0 := by
  refine ⟨(isSolution_iff hP.ne' _ _ _).2 fun x =>
    ⟨(hasDerivAt_const x (1 : ℂ)).congr_deriv (by simp),
      (hasDerivAt_const x (0 : ℂ)).congr_deriv (by simp)⟩,
    ⟨1, fun x => Fin.forall_fin_two.2 ⟨by simp, by simp⟩⟩, fun h => ?_⟩
  have := congrFun (congrFun h 0) 0
  simp at this
```

At $E=c$ with $M=c$ constant, the spinor $(1,0)$ solves the equation: $\psi_1'=0$ because $M-E=0$, and $\psi_0'=0$ because $\psi_1=0$. The strict inequality $|E|<c$ therefore cannot be relaxed to $|E|\le c$.

```lean
/-- The spinor field `exp(arctan x) (1, -i)`. -/
def arctanMode (x : ℝ) : Fin 2 → ℂ :=
  ![(Real.exp (Real.arctan x) : ℂ), -I * (Real.exp (Real.arctan x) : ℂ)]
```

This field is $e^{\arctan x}(1,-i)$.

```lean
/-- For the positive profile `M = P/(1 + x²)`, the field `exp(arctan x) (1, -i)` is a bounded
non-zero solution at zero energy. -/
theorem closing_gap_solution {P : ℝ} (hP : 0 < P) :
    IsSolution P (fun x => P / (1 + x ^ 2)) 0 arctanMode ∧
    IsBoundedSpinor arctanMode ∧ arctanMode ≠ 0 := by
  refine ⟨(isSolution_iff hP.ne' _ _ _).2 fun x => ?_,
    ⟨Real.exp (Real.pi / 2), fun x => ?_⟩, fun h => ?_⟩
  · have hd := ((Real.hasDerivAt_arctan x).exp).ofReal_comp
    have hM : P / (1 + x ^ 2) / P = 1 / (1 + x ^ 2) := by
      rw [div_right_comm, div_self hP.ne']
    refine ⟨hd.congr_deriv ?_, (hd.const_mul (-I)).congr_deriv ?_⟩
    · show _ = I * (((P / (1 + x ^ 2) + 0) / P : ℝ) : ℂ) *
        (-I * (Real.exp (Real.arctan x) : ℂ))
      rw [add_zero, hM, Complex.ofReal_mul]
      linear_combination ((Real.exp (Real.arctan x) : ℂ) *
        ((1 / (1 + x ^ 2) : ℝ) : ℂ)) * Complex.I_sq
    · show _ = -I * (((P / (1 + x ^ 2) - 0) / P : ℝ) : ℂ) * (Real.exp (Real.arctan x) : ℂ)
      rw [sub_zero, hM, Complex.ofReal_mul]
      ring
  · have hn : ‖(Real.exp (Real.arctan x) : ℂ)‖ ≤ Real.exp (Real.pi / 2) := by
      rw [Complex.norm_real, Real.norm_eq_abs, Real.abs_exp]
      exact Real.exp_le_exp.2 (Real.arctan_lt_pi_div_two x).le
    refine Fin.forall_fin_two.2 ⟨hn, ?_⟩
    show ‖-I * (Real.exp (Real.arctan x) : ℂ)‖ ≤ _
    rw [norm_mul, norm_neg, Complex.norm_I, one_mul]
    exact hn
  · have := congrFun (congrFun h 0) 0
    simp [arctanMode] at this

end

end JunctionWithoutInversion
```

Take $M=P/(1+x^2)$, which is positive but has no positive lower bound. At $E=0$ the equations hold because $(e^{\arctan x})'=e^{\arctan x}/(1+x^2)$ and $i\cdot(-i)=1$. Both components have modulus at most $e^{\pi/2}$. Positivity of the gap at each point is thus not enough. This mode stays bounded but does not decay, so it is not a normalisable bound state.

## Abrupt junctions

`IsSolution` demands a derivative at every point, whereas an envelope function at an abrupt step in $M$ generally has a kink. A different definition would ask for continuity of $\psi$ everywhere and for the equation only away from the step. Under that definition, $|M|\ge c$ without continuity of $M$ does not suffice: for $M=c$ at $x>0$ and $M=-c$ at $x<0$, direct substitution shows that $e^{-c|x|/P}(1,i)$ is a decaying solution at $E=0$, bound to the inverted interface.

```lean
#print axioms JunctionWithoutInversion.no_midgap_state
-- 'JunctionWithoutInversion.no_midgap_state' depends on axioms: [propext, Classical.choice, Quot.sound]
#print axioms JunctionWithoutInversion.gap_edge_solution
-- 'JunctionWithoutInversion.gap_edge_solution' depends on axioms: [propext, Classical.choice, Quot.sound]
#print axioms JunctionWithoutInversion.closing_gap_solution
-- 'JunctionWithoutInversion.closing_gap_solution' depends on axioms: [propext, Classical.choice, Quot.sound]
```
